# When absolute characteristic coefficients order the Hückel π-energies of paired spectra

**Q.** I'd like to rank two skeletons by comparing their levels one by one. Trimethylenemethane has Hückel levels $\pm\sqrt3, 0, 0$. Butadiene has $\pm1.618, \pm0.618$. The first has the stronger lowest bonding level, the second has the stronger next one, and a level-by-level comparison decides nothing. What does your theorem compare?

**A.** It compares polynomial coefficients. Put the on-site energy $\alpha$ at zero and measure energies in units of the coupling $\beta$. Suppose the levels come in $p$ pairs $\pm\sqrt{a_i}$ with $a_i\ge 0$, possibly with extra zeros. Form $\prod_i(X+a_i)$, and do the same for the second skeleton, with the same number $p$ of values $b_i$. If each coefficient of the first product is at most the matching coefficient of the second, then $\sum_i\sqrt{a_i}\le\sum_i\sqrt{b_i}$.

For your molecules, trimethylenemethane has $a=(3,0)$ and butadiene has $b=\left(\tfrac{3+\sqrt5}{2},\tfrac{3-\sqrt5}{2}\right)$. The products are $X^2+3X$ and $X^2+3X+1$, so the first is dominated. With one π-electron per site, the π-energy is twice the sum of the square roots, and the values agree with this. For trimethylenemethane the energy is $2\sqrt3\approx3.46$. For butadiene, $(\sqrt{b_1}+\sqrt{b_2})^2=b_1+b_2+2\sqrt{b_1b_2}=5$, which gives $2\sqrt5\approx4.47$. The coefficients can be computed from the characteristic polynomials, so when one product dominates the other, the Hückel ranking needs no diagonalisation.

**Q.** How can coefficients control a sum of square roots?

**A.** Through a function whose growth records the level. For $s\ge0$ and $x>0$ let
$$F_s(x)=x\log(x^2+s^2)+2s\arctan(x/s),$$
with the second term absent when $s=0$. For $s>0$ its derivative is
$$F_s'(x)=\log(x^2+s^2)+\frac{2x^2}{x^2+s^2}+\frac{2s^2}{x^2+s^2}=\log(x^2+s^2)+2,$$
and the same formula holds for $s=0$. At large $x$,
$$F_s(x)-x\log x^2=x\log\left(1+\frac{s^2}{x^2}\right)+2s\arctan(x/s)\to\pi s,$$
because the first term lies between $0$ and $s^2/x$, and the arctangent tends to $\pi/2$ when $s>0$.

Now set $s_i=\sqrt{a_i}$ and $t_i=\sqrt{b_i}$. All powers of $x^2$ are nonnegative, so coefficient domination gives
$$\prod_i(x^2+s_i^2)\le\prod_i(x^2+t_i^2)\qquad(x>0).$$
Let $G=\sum_iF_{t_i}-\sum_iF_{s_i}$. The constants $2$ cancel, since both sums have $p$ terms, and
$$G'(x)=\log\prod_i(x^2+t_i^2)-\log\prod_i(x^2+s_i^2)\ge0.$$
Each $F_s$ extends continuously to $F_s(0)=0$, so $G(0)=0$ and $G(x)\ge0$ for $x\ge0$. In $G$ the terms $x\log x^2$ cancel as well, so its limit is $\pi\left(\sum_it_i-\sum_is_i\right)$, which must be nonnegative. This is Coulson's integral comparison, written with a primitive in place of an improper integral.

**Q.** My π-energy is a sum over electrons in occupied orbitals. What does Lean call the energy?

**A.** The sum of absolute values of the levels. Here are the two definitions.

```lean
import Mathlib

open Polynomial Matrix Filter Topology

namespace BipartiteQuasiOrder

noncomputable section

/-- The Coulson primitive `x log (x² + s²) + 2 s arctan (x / s)` of an orbital energy `s`;
for `s = 0` the second term is absent. -/
def coulsonPrimitive (s x : ℝ) : ℝ :=
  x * Real.log (x ^ 2 + s ^ 2) + 2 * s * Real.arctan (x / s)

/-- The energy of a Hückel matrix (`α = 0`, units of `β`): the sum of the absolute values of
the real roots of its characteristic polynomial, with multiplicity. -/
def piEnergy {n : Type*} [Fintype n] [DecidableEq n] (H : Matrix n n ℝ) : ℝ :=
  (H.charpoly.roots.map (fun x => |x|)).sum
```

`coulsonPrimitive s x` is $F_s(x)$; the name is local to this development. `piEnergy H` takes the real roots of the characteristic polynomial of `H`, with multiplicity, and adds their absolute values.

For a neutral skeleton with one π-electron per site and a paired spectrum, this is the energy you mean. The positive roots are bonding and doubly occupied, which gives $2\sum_i\sqrt{a_i}$, and electrons in zero levels add nothing. Since $\beta$ is negative, a larger `piEnergy` means a lower π-energy in ordinary units, measured from $\alpha$ for each electron. A charged or excited filling needs a different sum, unless it differs from the neutral ground state only in the zero levels, as in the allyl cation.

**Q.** Does the formal proof use the same function $F_s$?

**A.** Yes. The next three results are its derivative, its continuity and its limit.

```lean
/-- At `x > 0` the Coulson primitive has derivative `log (x² + s²) + 2`. -/
theorem hasDerivAt_coulsonPrimitive (s : ℝ) {x : ℝ} (hx : 0 < x) :
    HasDerivAt (coulsonPrimitive s) (Real.log (x ^ 2 + s ^ 2) + 2) x := by
  have h1 : HasDerivAt (fun y : ℝ => y ^ 2 + s ^ 2) (2 * x) x := by
    simpa using (hasDerivAt_pow 2 x).add_const (s ^ 2)
  have h2 := (hasDerivAt_id' x).fun_mul (h1.log (by positivity))
  have h3 := (((hasDerivAt_id' x).div_const s).arctan).const_mul (2 * s)
  have key : x * (2 * x / (x ^ 2 + s ^ 2)) +
      2 * s * (1 / (1 + (x / s) ^ 2) * (1 / s)) = 2 := by
    rcases eq_or_ne s 0 with rfl | hs
    · simp only [mul_zero, zero_mul, add_zero, ne_eq, OfNat.ofNat_ne_zero,
        not_false_eq_true, zero_pow]
      field_simp
    · have e : 1 + (x / s) ^ 2 = (x ^ 2 + s ^ 2) / s ^ 2 := by
        rw [div_pow, add_div, div_self (pow_ne_zero 2 hs), add_comm]
      rw [e]
      field_simp
  exact (h2.fun_add h3).congr_deriv (by linarith [key])
```

The identity `key` says that the two fractions in the derivative add up to $2$, with $s=0$ treated separately.

```lean
/-- The Coulson primitive is continuous in `x` on the whole line. -/
theorem continuous_coulsonPrimitive (s : ℝ) : Continuous (coulsonPrimitive s) := by
  rcases eq_or_ne s 0 with rfl | hs
  · have e : coulsonPrimitive 0 = fun x => 2 * (x * Real.log x) := by
      funext x
      simp [coulsonPrimitive, Real.log_pow]
      ring
    rw [e]
    exact continuous_const.mul Real.continuous_mul_log
  · exact (continuous_id.mul (Continuous.log (by fun_prop) (fun x => by positivity))).add
      (continuous_const.mul (Real.continuous_arctan.comp (continuous_id.div_const s)))
```

Continuity at the origin matters because $G$ has to start from its value there. For $s=0$ it comes from the continuity of $x\log x$.

```lean
/-- For `s ≥ 0` the Coulson primitive, less `x log x²`, tends to `π s` at large `x`. -/
theorem tendsto_coulsonPrimitive {s : ℝ} (hs : 0 ≤ s) :
    Tendsto (fun x => coulsonPrimitive s x - x * Real.log (x ^ 2)) atTop
      (𝓝 (Real.pi * s)) := by
  -- the logarithmic part lies between 0 and s² / x
  have h1 : Tendsto (fun x : ℝ => x * (Real.log (x ^ 2 + s ^ 2) - Real.log (x ^ 2)))
      atTop (𝓝 0) := by
    have hg : Tendsto (fun x : ℝ => s ^ 2 * x⁻¹) atTop (𝓝 0) := by
      simpa using tendsto_inv_atTop_zero.const_mul (s ^ 2)
    refine squeeze_zero' ?_ ?_ hg
    · filter_upwards [eventually_gt_atTop (0 : ℝ)] with x hx
      have := Real.log_le_log (by positivity : 0 < x ^ 2)
        (by nlinarith [sq_nonneg s] : x ^ 2 ≤ x ^ 2 + s ^ 2)
      exact mul_nonneg hx.le (by linarith)
    · filter_upwards [eventually_gt_atTop (0 : ℝ)] with x hx
      have hD : 0 < x ^ 2 + s ^ 2 := by positivity
      have hl := Real.log_le_sub_one_of_pos (div_pos hD (pow_pos hx 2))
      rw [Real.log_div hD.ne' (pow_pos hx 2).ne'] at hl
      calc _ ≤ x * ((x ^ 2 + s ^ 2) / x ^ 2 - 1) := mul_le_mul_of_nonneg_left hl hx.le
        _ = s ^ 2 * x⁻¹ := by
          field_simp
          ring
  have h2 : Tendsto (fun x : ℝ => 2 * s * Real.arctan (x / s)) atTop
      (𝓝 (2 * s * (Real.pi / 2))) := by
    rcases hs.eq_or_lt with rfl | hs
    · simp
    · exact ((Real.tendsto_arctan_atTop.mono_right nhdsWithin_le_nhds).comp
        (tendsto_id.atTop_div_const hs)).const_mul (2 * s)
  have h := h1.add h2
  rw [show 0 + 2 * s * (Real.pi / 2) = Real.pi * s by ring] at h
  exact h.congr fun x => by
    unfold coulsonPrimitive
    ring
```

Here `h1` squeezes the logarithmic part between $0$ and $s^2/x$, using $\log u\le u-1$, and `h2` is the arctangent limit.

**Q.** And the comparison itself?

**A.** It comes in two stages, first for products and then for coefficients.

```lean
/-- Coulson comparison: for nonnegative finite families `s` and `t` with the same index set, if
`∏ (x² + sᵢ²) ≤ ∏ (x² + tᵢ²)` at every `x > 0`, then `∑ sᵢ ≤ ∑ tᵢ`. -/
theorem sum_le_of_prod_le {ι : Type*} [Fintype ι] {s t : ι → ℝ}
    (hs : ∀ i, 0 ≤ s i) (ht : ∀ i, 0 ≤ t i)
    (h : ∀ x : ℝ, 0 < x → ∏ i, (x ^ 2 + s i ^ 2) ≤ ∏ i, (x ^ 2 + t i ^ 2)) :
    ∑ i, s i ≤ ∑ i, t i := by
  let G : ℝ → ℝ := fun x => ∑ i, coulsonPrimitive (t i) x - ∑ i, coulsonPrimitive (s i) x
  have hG : ∀ x : ℝ, 0 < x → HasDerivAt G (∑ i, (Real.log (x ^ 2 + t i ^ 2) + 2) -
      ∑ i, (Real.log (x ^ 2 + s i ^ 2) + 2)) x := fun x hx =>
    (HasDerivAt.fun_sum fun i _ => hasDerivAt_coulsonPrimitive (t i) hx).fun_sub
      (HasDerivAt.fun_sum fun i _ => hasDerivAt_coulsonPrimitive (s i) hx)
  have hc : Continuous G :=
    (continuous_finsetSum _ fun i _ => continuous_coulsonPrimitive (t i)).sub
      (continuous_finsetSum _ fun i _ => continuous_coulsonPrimitive (s i))
  -- the difference of the primitives grows from its value 0 at the origin
  have hm : MonotoneOn G (Set.Ici 0) := by
    refine monotoneOn_of_deriv_nonneg (convex_Ici 0) hc.continuousOn ?_ ?_ <;>
      intro x hx <;> rw [interior_Ici] at hx
    · exact (hG x hx).differentiableAt.differentiableWithinAt
    · have hx' : 0 < x := hx
      have hl := Real.log_le_log (Finset.prod_pos fun i _ => by positivity) (h x hx')
      rw [Real.log_prod (fun i _ => by positivity),
        Real.log_prod (fun i _ => by positivity)] at hl
      rw [(hG x hx').deriv, Finset.sum_add_distrib, Finset.sum_add_distrib]
      linarith
  have hlim := le_of_tendsto_of_tendsto
    (tendsto_finsetSum Finset.univ fun i _ => tendsto_coulsonPrimitive (hs i))
    (tendsto_finsetSum Finset.univ fun i _ => tendsto_coulsonPrimitive (ht i)) (by
      filter_upwards [eventually_ge_atTop (0 : ℝ)] with x hx
      have h0 : G 0 = 0 := by simp [G, coulsonPrimitive]
      have h1 : G 0 ≤ G x := hm (Set.mem_Ici.2 le_rfl) hx hx
      rw [h0] at h1
      rw [Finset.sum_sub_distrib, Finset.sum_sub_distrib]
      exact sub_le_sub_right (sub_nonneg.1 h1) _)
  rw [← Finset.mul_sum, ← Finset.mul_sum] at hlim
  exact le_of_mul_le_mul_left hlim Real.pi_pos
```

The fact `hm` states that $G$ is monotone on $[0,\infty)$, from the sign of its derivative. `hlim` passes the resulting inequality to the limit, and the last line divides by $\pi$.

```lean
/-- Quasi-order principle: for nonnegative finite families `a` and `b` with the same index set, if
each coefficient of `∏ (X + aᵢ)` is at most the matching coefficient of `∏ (X + bᵢ)`, then
`∑ √aᵢ ≤ ∑ √bᵢ`. -/
theorem sum_sqrt_le {ι : Type*} [Fintype ι] {a b : ι → ℝ}
    (ha : ∀ i, 0 ≤ a i) (hb : ∀ i, 0 ≤ b i)
    (h : ∀ k, (∏ i, (X + C (a i))).coeff k ≤ (∏ i, (X + C (b i))).coeff k) :
    ∑ i, Real.sqrt (a i) ≤ ∑ i, Real.sqrt (b i) := by
  refine sum_le_of_prod_le (fun i => Real.sqrt_nonneg _) (fun i => Real.sqrt_nonneg _) ?_
  intro x _
  simp only [Real.sq_sqrt (ha _), Real.sq_sqrt (hb _)]
  -- evaluate both polynomials at x², term by term
  have he : (∏ i, (X + C (a i))).eval (x ^ 2) ≤ (∏ i, (X + C (b i))).eval (x ^ 2) := by
    rw [eval_eq_sum_range' (Nat.lt_succ_of_le (le_max_left _ (∏ i, (X + C (b i))).natDegree)),
      eval_eq_sum_range' (Nat.lt_succ_of_le (le_max_right (∏ i, (X + C (a i))).natDegree _))]
    exact Finset.sum_le_sum fun k _ => mul_le_mul_of_nonneg_right (h k) (by positivity)
  simpa [eval_prod] using he
```

This is the quasi-order principle. The index type `ι` labels the pairs, and it is the same for both families. The numbers `a i` are squared levels, not levels. In the proof, `he` evaluates both polynomials at $x^2$ and compares them term by term, which supplies the product inequality required by `sum_le_of_prod_le`.

**Q.** Do I need every coefficient? The coefficient of $X^{p-1}$ is $\sum_ia_i$, which is the number of bonds when all couplings are $1$. More bonds should mean more energy.

**A.** Bond count alone is not enough. Two separate ethylenes have $a=(1,1)$ and two bonds; trimethylenemethane has $b=(3,0)$ and three. The products are $X^2+2X+1$ and $X^2+3X$. The linear coefficients satisfy $2\le3$, but the constant terms violate the hypothesis, since $1>0$. The energies are $4$ and $2\sqrt3\approx3.46$, so the conclusion fails too. Neither product dominates the other, and for such pairs the principle gives no ranking.

**Q.** So far this is about lists of numbers. Where is the molecule?

**A.** It enters through the characteristic polynomial.

```lean
/-- If the characteristic polynomial has the paired form `X^z ∏ (X² - aᵢ)` with `aᵢ ≥ 0`,
the energy is `2 ∑ √aᵢ`. -/
theorem piEnergy_eq {n ι : Type*} [Fintype n] [DecidableEq n] [Fintype ι]
    {H : Matrix n n ℝ} {z : ℕ} {a : ι → ℝ} (ha : ∀ i, 0 ≤ a i)
    (hH : H.charpoly = X ^ z * ∏ i, (X ^ 2 - C (a i))) :
    piEnergy H = 2 * ∑ i, Real.sqrt (a i) := by
  have hr : ∀ f : ι → ℝ, (∏ i, (X - C (f i))).roots = Finset.univ.val.map f := fun f => by
    have := roots_multiset_prod_X_sub_C (Finset.univ.val.map f)
    rw [Multiset.map_map] at this
    exact this
  have hs : ∀ f : ι → ℝ, ((Finset.univ.val.map f).map (fun x => |x|)).sum = ∑ i, |f i| :=
    fun f => by
      rw [Multiset.map_map]
      rfl
  have hq : ∀ y : ℝ, |Real.sqrt y| = Real.sqrt y := fun y => abs_of_nonneg (Real.sqrt_nonneg y)
  have hne : ∀ f : ι → ℝ, (∏ i, (X - C (f i))) ≠ 0 := fun f =>
    Finset.prod_ne_zero_iff.2 fun i _ => X_sub_C_ne_zero (f i)
  -- each factor splits into a pair of levels ±√a
  have hP : ∏ i, (X ^ 2 - C (a i)) =
      (∏ i, (X - C (Real.sqrt (a i)))) * ∏ i, (X - C (-Real.sqrt (a i))) := by
    rw [← Finset.prod_mul_distrib]
    refine Finset.prod_congr rfl fun i _ => ?_
    have e : C (a i) = C (Real.sqrt (a i)) * C (Real.sqrt (a i)) := by
      rw [← C_mul, Real.mul_self_sqrt (ha i)]
    rw [C_neg, e]
    ring
  unfold piEnergy
  rw [hH, hP, roots_mul (mul_ne_zero (pow_ne_zero z X_ne_zero) (mul_ne_zero (hne _) (hne _))),
    roots_mul (mul_ne_zero (hne _) (hne _)), hr, hr]
  simp only [roots_X_pow, Multiset.map_add, Multiset.sum_add, hs, Multiset.map_nsmul,
    Multiset.sum_nsmul, Multiset.map_singleton, Multiset.sum_singleton, abs_zero, smul_zero,
    zero_add, abs_neg, hq]
  ring
```

The hypothesis `hH` says that the polynomial is $X^z\prod_i(X^2-a_i)$. The proof factors each $X^2-a_i$ as $(X-\sqrt{a_i})(X+\sqrt{a_i})$ in `hP` and reads off the roots: $z$ zeros and the pairs $\pm\sqrt{a_i}$. Their absolute values add up to $2\sum_i\sqrt{a_i}$.

```lean
/-- Energy comparison: let two Hückel matrices have characteristic polynomials `X^z ∏ (X² - aᵢ)` and
`X^w ∏ (X² - bᵢ)` with `aᵢ, bᵢ ≥ 0` and the same index set for both products. If the coefficients of
`∏ (X + aᵢ)` are at most those of `∏ (X + bᵢ)`, the first energy is at most the second. -/
theorem piEnergy_le {m n ι : Type*} [Fintype m] [DecidableEq m] [Fintype n] [DecidableEq n]
    [Fintype ι] {H : Matrix m m ℝ} {K : Matrix n n ℝ} {z w : ℕ} {a b : ι → ℝ}
    (ha : ∀ i, 0 ≤ a i) (hb : ∀ i, 0 ≤ b i)
    (hH : H.charpoly = X ^ z * ∏ i, (X ^ 2 - C (a i)))
    (hK : K.charpoly = X ^ w * ∏ i, (X ^ 2 - C (b i)))
    (h : ∀ k, (∏ i, (X + C (a i))).coeff k ≤ (∏ i, (X + C (b i))).coeff k) :
    piEnergy H ≤ piEnergy K := by
  rw [piEnergy_eq ha hH, piEnergy_eq hb hK]
  exact mul_le_mul_of_nonneg_left (sum_sqrt_le ha hb h) (by norm_num)
```

`piEnergy_le` rewrites both energies in this way and applies `sum_sqrt_le`. The coefficient of $X^k$ in $\prod_i(X+a_i)$ is the absolute value of the coefficient of $X^{z+2k}$ in the characteristic polynomial of `H`. Textbooks often number these coefficients from the leading term down, whereas `coeff k` counts the power of $X$.

**Q.** I see no bipartite graph in those hypotheses. You assume the pairing.

**A.** I do. The theorem accepts any real square matrices with paired characteristic polynomials, and the step from a bipartite skeleton to that form is yours to supply. It is short. Divide the sites into two classes, starred and unstarred, with couplings only between the classes. Reversing the sign of every orbital on the starred sites turns $H$ into $-H$, so the spectrum of the real symmetric matrix $H$ is symmetric about zero, with multiplicities. The nonzero levels pair up, and so do the zeros, except for one when the number of sites is odd.

Two skeletons with the same number $N$ of sites can therefore always use the same `ι`, with $\lfloor N/2\rfloor$ pairs each. Some $a_i$ may be zero, as for trimethylenemethane. The exponents `z` and `w` count any zero levels left outside the pairs, and they may differ, as may the sizes of the two matrices.

The pairing also limits where the theorem applies. Equal on-site energies and no coupling within a class guarantee it. A heteroatom with its own $\alpha$, or an odd ring, generally destroys it.

**Q.** Is there at least one actual molecule for which Lean confirms the paired form?

**A.** Ethylene, with two sites and one coupling of strength $1$.

```lean
/-- The Hückel matrix of ethylene has a characteristic polynomial of the paired form, with
`z = 0` and the single value `a = 1`. -/
theorem ethylene_witness : (!![0, 1; 1, 0] : Matrix (Fin 2) (Fin 2) ℝ).charpoly =
    X ^ 0 * ∏ _i : Fin 1, (X ^ 2 - C 1) := by
  rw [Matrix.charpoly, det_fin_two]
  simp [pow_two]

end

end BipartiteQuasiOrder
```

The $2\times2$ determinant gives $X^2-1$, so there is one pair with $a=1$ and no extra zero. The levels are $\pm1$, and by `piEnergy_eq` the energy is $2$, which is two electrons in the bonding orbital.

```lean
#print axioms BipartiteQuasiOrder.piEnergy_le
```

```
'BipartiteQuasiOrder.piEnergy_le' depends on axioms: [propext, Classical.choice, Quot.sound]
```
